# Spin multiplets from x∂/∂y and y∂/∂x on polynomials in two variables

If a spin's raising matrix J+ is written in the Jz basis with one coefficient of the wrong size, and the lowering matrix J- is taken as its adjoint, then [J+, J-] = 2Jz fails and the total spin comes out wrong. On complex polynomials in x and y, the correct coefficients follow from differentiating the monomials x^a y^b scaled by 1/√(a! b!).

In Lean 4 with Mathlib:

```lean
import Mathlib

open MvPolynomial
open scoped Nat

noncomputable section

namespace SpinOnPolynomials

/-- Complex polynomials in two variables, x = X 0 and y = X 1. -/
abbrev Poly := MvPolynomial (Fin 2) ℂ

/-- The operator that differentiates with respect to variable j and multiplies by variable i. -/
def hop (i j : Fin 2) : Module.End ℂ Poly where
  toFun p := X i * pderiv j p
  map_add' p q := by simp only [map_add, mul_add]
  map_smul' c p := by simp only [Derivation.map_smul, mul_smul_comm, RingHom.id_apply]

/-- The raising operator J+ = x d/dy. -/
def Jp : Module.End ℂ Poly := hop 0 1

/-- The lowering operator J- = y d/dx. -/
def Jm : Module.End ℂ Poly := hop 1 0

/-- The operator Jz = (x d/dx - y d/dy)/2. -/
def Jz : Module.End ℂ Poly := (1 / 2 : ℂ) • (hop 0 0 - hop 1 1)

/-- The degree operator N = x d/dx + y d/dy. -/
def degreeOp : Module.End ℂ Poly := hop 0 0 + hop 1 1

/-- The Casimir operator Jz² + (J+ J- + J- J+)/2. -/
def casimir : Module.End ℂ Poly := Jz * Jz + (1 / 2 : ℂ) • (Jp * Jm + Jm * Jp)

/-- The normalised monomial x^a y^b / √(a! b!). -/
def ket (a b : ℕ) : Poly :=
  ((1 / √((a ! : ℝ) * (b ! : ℝ)) : ℝ) : ℂ) • (X 0 ^ a * X 1 ^ b)

/-- The partial derivatives with respect to x and y commute. -/
theorem pderiv_comm (p : Poly) : pderiv 1 (pderiv 0 p) = pderiv 0 (pderiv 1 p) := by
  have h01 : (0 : Fin 2) ≠ 1 := by decide
  induction p using MvPolynomial.induction_on with
  | C a => simp
  | add p q hp hq => simp only [map_add, hp, hq]
  | mul_X p i hp =>
    obtain rfl | rfl : i = 0 ∨ i = 1 := by omega
    all_goals
      simp only [pderiv_mul, pderiv_X_self, pderiv_X_of_ne h01, pderiv_X_of_ne h01.symm,
        map_add, map_zero, Derivation.map_one_eq_zero, hp]
      ring

/-- The su(2) relations [Jz, J+] = J+, [Jz, J-] = -J- and [J+, J-] = 2 Jz. -/
theorem su2_relations :
    Jz * Jp - Jp * Jz = Jp ∧ Jz * Jm - Jm * Jz = -Jm ∧ Jp * Jm - Jm * Jp = (2 : ℂ) • Jz := by
  have h01 : (0 : Fin 2) ≠ 1 := by decide
  have h2 : (C (2 : ℂ) : Poly) = 2 := map_ofNat C 2
  have hh : (2 : Poly) * C (1 / 2 : ℂ) = 1 := by
    rw [← h2, ← C_mul]; norm_num
  refine ⟨LinearMap.ext fun p => ?_, LinearMap.ext fun p => ?_, LinearMap.ext fun p => ?_⟩
  all_goals
    simp only [Jz, Jp, Jm, hop, Module.End.mul_apply, LinearMap.sub_apply, LinearMap.neg_apply,
      LinearMap.smul_apply, LinearMap.coe_mk, AddHom.coe_mk, smul_eq_C_mul, pderiv_mul, pderiv_C,
      pderiv_X_self, pderiv_X_of_ne h01, pderiv_X_of_ne h01.symm, map_sub, pderiv_comm, h2]
  · linear_combination (X 0 * pderiv 1 p) * hh
  · linear_combination (-(X 1 * pderiv 0 p)) * hh
  · linear_combination (-(X 0 * pderiv 0 p - X 1 * pderiv 1 p)) * hh

/-- The Casimir operator equals (N/2)(N/2 + 1), with N the degree operator. -/
theorem casimir_eq :
    casimir = ((1 / 2 : ℂ) • degreeOp) * ((1 / 2 : ℂ) • degreeOp + 1) := by
  have h01 : (0 : Fin 2) ≠ 1 := by decide
  have h2 : (C (2 : ℂ) : Poly) = 2 := map_ofNat C 2
  have hh : (2 : Poly) * C (1 / 2 : ℂ) = 1 := by
    rw [← h2, ← C_mul]; norm_num
  refine LinearMap.ext fun p => ?_
  simp only [casimir, degreeOp, Jz, Jp, Jm, hop, Module.End.mul_apply, Module.End.one_apply,
    LinearMap.sub_apply, LinearMap.add_apply, LinearMap.smul_apply, LinearMap.coe_mk,
    AddHom.coe_mk, smul_eq_C_mul, pderiv_mul, pderiv_C, pderiv_X_self, pderiv_X_of_ne h01,
    pderiv_X_of_ne h01.symm, map_sub, map_add, pderiv_comm]
  linear_combination
    (-(2 * C (1 / 2 : ℂ) * X 0 * X 1 * pderiv 0 (pderiv 1 p))) * hh

/-- On x^a y^b / √(a! b!) the operators x d/dx and y d/dy have eigenvalues a and b. -/
theorem occupation (a b : ℕ) :
    hop 0 0 (ket a b) = (a : ℂ) • ket a b ∧ hop 1 1 (ket a b) = (b : ℂ) • ket a b := by
  have h01 : (0 : Fin 2) ≠ 1 := by decide
  have hx : hop 0 0 (X 0 ^ a * X 1 ^ b) = (a : ℂ) • (X 0 ^ a * X 1 ^ b : Poly) := by
    cases a with
    | zero => simp [hop, Derivation.leibniz_pow, pderiv_X_of_ne h01.symm]
    | succ n =>
      simp only [hop, LinearMap.coe_mk, AddHom.coe_mk, pderiv_mul, Derivation.leibniz_pow,
        pderiv_X_self, pderiv_X_of_ne h01.symm, smul_eq_C_mul, smul_eq_mul, nsmul_eq_mul,
        map_natCast, Nat.add_sub_cancel]
      ring
  have hy : hop 1 1 (X 0 ^ a * X 1 ^ b) = (b : ℂ) • (X 0 ^ a * X 1 ^ b : Poly) := by
    cases b with
    | zero => simp [hop, Derivation.leibniz_pow, pderiv_X_of_ne h01]
    | succ n =>
      simp only [hop, LinearMap.coe_mk, AddHom.coe_mk, pderiv_mul, Derivation.leibniz_pow,
        pderiv_X_self, pderiv_X_of_ne h01, smul_eq_C_mul, smul_eq_mul, nsmul_eq_mul,
        map_natCast, Nat.add_sub_cancel]
      ring
  constructor
  · rw [ket, map_smul, hx, smul_comm]
  · rw [ket, map_smul, hy, smul_comm]

/-- With a = j + m and b = j - m, the normalised monomial has Jz eigenvalue m and Casimir
eigenvalue j(j+1). -/
theorem ket_eigenvalues (j m : ℝ) (a b : ℕ) (ha : j + m = a) (hb : j - m = b) :
    Jz (ket a b) = (m : ℂ) • ket a b ∧
      casimir (ket a b) = ((j : ℂ) * (j + 1)) • ket a b := by
  obtain ⟨hx, hy⟩ := occupation a b
  have ha' : (j : ℂ) + m = a := by exact_mod_cast congrArg Complex.ofReal ha
  have hb' : (j : ℂ) - m = b := by exact_mod_cast congrArg Complex.ofReal hb
  rw [← ha'] at hx
  rw [← hb'] at hy
  have hN : degreeOp (ket a b) = (2 * (j : ℂ)) • ket a b := by
    rw [degreeOp, LinearMap.add_apply, hx, hy]
    module
  constructor
  · rw [Jz, LinearMap.smul_apply, LinearMap.sub_apply, hx, hy]
    module
  · rw [casimir_eq]
    simp only [Module.End.mul_apply, Module.End.one_apply, LinearMap.add_apply,
      LinearMap.smul_apply, map_add, map_smul, hN]
    module

/-- The identity between normalisation factors of neighbouring monomials that fixes the
ladder coefficients. -/
theorem ladder_coeff (a b : ℕ) :
    1 / √((a ! : ℝ) * ((b + 1)! : ℝ)) * ((b : ℝ) + 1) =
      √(((a : ℝ) + 1) * ((b : ℝ) + 1)) * (1 / √(((a + 1)! : ℝ) * (b ! : ℝ))) := by
  have h1 : √((a ! : ℝ) * ((b + 1)! : ℝ)) = √(a ! : ℝ) * (√((b : ℝ) + 1) * √(b ! : ℝ)) := by
    rw [Nat.factorial_succ, Nat.cast_mul, Nat.cast_add, Nat.cast_one,
      Real.sqrt_mul (by positivity), Real.sqrt_mul (by positivity)]
  have h2 : √(((a + 1)! : ℝ) * (b ! : ℝ)) = √((a : ℝ) + 1) * √(a ! : ℝ) * √(b ! : ℝ) := by
    rw [Nat.factorial_succ, Nat.cast_mul, Nat.cast_add, Nat.cast_one,
      Real.sqrt_mul (by positivity), Real.sqrt_mul (by positivity)]
  have hb : √((b : ℝ) + 1) * √((b : ℝ) + 1) = b + 1 := Real.mul_self_sqrt (by positivity)
  rw [h1, h2, Real.sqrt_mul (by positivity), div_mul_eq_mul_div, mul_one_div,
    div_eq_div_iff (by positivity) (by positivity)]
  linear_combination (-(√((a : ℝ) + 1) * √(a ! : ℝ) * √(b ! : ℝ))) * hb

/-- J+ takes the state (j, m), with m below j, to √(j(j+1) - m(m+1)) times the
state (j, m+1). -/
theorem raise_ket (j m : ℝ) (a b : ℕ) (ha : j + m = a) (hb : j - m = b + 1) :
    Jp (ket a (b + 1)) = ((√(j * (j + 1) - m * (m + 1)) : ℝ) : ℂ) • ket (a + 1) b := by
  have h01 : (0 : Fin 2) ≠ 1 := by decide
  have h : Jp (X 0 ^ a * X 1 ^ (b + 1)) = ((b : ℂ) + 1) • (X 0 ^ (a + 1) * X 1 ^ b : Poly) := by
    simp only [Jp, hop, LinearMap.coe_mk, AddHom.coe_mk, pderiv_mul, Derivation.leibniz_pow,
      pderiv_X_self, pderiv_X_of_ne h01, smul_eq_C_mul, smul_eq_mul, nsmul_eq_mul, map_add,
      map_one, map_natCast, Nat.add_sub_cancel, Nat.cast_add, Nat.cast_one]
    ring
  -- the radicand factorises as (j + m + 1)(j - m)
  have hr : j * (j + 1) - m * (m + 1) = ((a : ℝ) + 1) * ((b : ℝ) + 1) := by
    linear_combination (j + m + 1) * hb + ((b : ℝ) + 1) * ha
  rw [hr, ket, ket, map_smul, h, smul_smul, smul_smul]
  congr 1
  simpa only [Complex.ofReal_mul, Complex.ofReal_add, Complex.ofReal_natCast,
    Complex.ofReal_one] using congrArg Complex.ofReal (ladder_coeff a b)

/-- J- takes the state (j, m), with m above -j, to √(j(j+1) - m(m-1)) times the
state (j, m-1). -/
theorem lower_ket (j m : ℝ) (a b : ℕ) (ha : j + m = a + 1) (hb : j - m = b) :
    Jm (ket (a + 1) b) = ((√(j * (j + 1) - m * (m - 1)) : ℝ) : ℂ) • ket a (b + 1) := by
  have h01 : (0 : Fin 2) ≠ 1 := by decide
  have h : Jm (X 0 ^ (a + 1) * X 1 ^ b) = ((a : ℂ) + 1) • (X 0 ^ a * X 1 ^ (b + 1) : Poly) := by
    simp only [Jm, hop, LinearMap.coe_mk, AddHom.coe_mk, pderiv_mul, Derivation.leibniz_pow,
      pderiv_X_self, pderiv_X_of_ne h01.symm, smul_eq_C_mul, smul_eq_mul, nsmul_eq_mul, map_add,
      map_one, map_natCast, Nat.add_sub_cancel, Nat.cast_add, Nat.cast_one]
    ring
  -- the radicand factorises as (j + m)(j - m + 1)
  have hr : j * (j + 1) - m * (m - 1) = ((a : ℝ) + 1) * ((b : ℝ) + 1) := by
    linear_combination (j - m + 1) * ha + ((a : ℝ) + 1) * hb
  have hc := ladder_coeff b a
  rw [mul_comm (b ! : ℝ), mul_comm ((b : ℝ) + 1), mul_comm ((b + 1)! : ℝ)] at hc
  rw [hr, ket, ket, map_smul, h, smul_smul, smul_smul]
  congr 1
  simpa only [Complex.ofReal_mul, Complex.ofReal_add, Complex.ofReal_natCast,
    Complex.ofReal_one] using congrArg Complex.ofReal hc

/-- J+ annihilates the normalised powers of x, and J- annihilates the normalised powers of y. -/
theorem ladder_ends (n : ℕ) : Jp (ket n 0) = 0 ∧ Jm (ket 0 n) = 0 := by
  have h01 : (0 : Fin 2) ≠ 1 := by decide
  constructor
  · simp [ket, Jp, hop, Derivation.leibniz_pow, pderiv_X_of_ne h01]
  · simp [ket, Jm, hop, Derivation.leibniz_pow, pderiv_X_of_ne h01.symm]

/-- Lowering the normalised power x^(a+b) b times gives √((a+b)! b! / a!) times the normalised
monomial x^a y^b. -/
theorem lower_from_top (a b : ℕ) :
    (Jm ^ b) (ket (a + b) 0) =
      ((√(((a + b)! : ℝ) * (b ! : ℝ) / (a ! : ℝ)) : ℝ) : ℂ) • ket a b := by
  induction b generalizing a with
  | zero => simp [Nat.factorial_ne_zero]
  | succ b ih =>
    rw [pow_succ', Module.End.mul_apply, show a + (b + 1) = a + 1 + b by omega, ih (a + 1),
      map_smul, lower_ket (((a : ℝ) + 1 + b) / 2) (((a : ℝ) + 1 - b) / 2) a b (by ring) (by ring),
      smul_smul, ← Complex.ofReal_mul, ← Real.sqrt_mul (by positivity)]
    congr 3
    rw [Nat.factorial_succ a, Nat.factorial_succ b]
    push_cast
    field_simp
    ring

end SpinOnPolynomials
```

```lean
#print axioms SpinOnPolynomials.ket_eigenvalues
#print axioms SpinOnPolynomials.raise_ket
#print axioms SpinOnPolynomials.ladder_ends
#print axioms SpinOnPolynomials.lower_from_top
```

```
'SpinOnPolynomials.ket_eigenvalues' depends on axioms: [propext, Classical.choice, Quot.sound]
'SpinOnPolynomials.raise_ket' depends on axioms: [propext, Classical.choice, Quot.sound]
'SpinOnPolynomials.ladder_ends' depends on axioms: [propext, Classical.choice, Quot.sound]
'SpinOnPolynomials.lower_from_top' depends on axioms: [propext, Classical.choice, Quot.sound]
```

States are represented by non-zero elements of `Poly`, with x = `X 0` and y = `X 1`. Write ∂x and ∂y for the partial derivatives. The operator `hop i j` differentiates with respect to variable j and then multiplies by variable i, so `Jp` is J+ = x∂y, `Jm` is J- = y∂x, `Jz` is (x∂x − y∂y)/2 and `degreeOp` is N = x∂x + y∂y. Products of operators are compositions, and ħ = 1.

Physically, x stands for a spin-1/2 unit pointing up and y for one pointing down. The state `ket a b`, which is x^a y^b/√(a! b!), has a units up and b down, symmetrised, so j = (a + b)/2 and m = (a − b)/2. The theorems take j and m as real numbers, and hypotheses such as j + m = a and j − m = b, with a and b natural numbers, make them integers or half-integers with −j ≤ m ≤ j. This quantisation comes from the exponents and is not derived from the commutators alone. No inner product is defined, so "normalised" refers only to the factor 1/√(a! b!), and neither orthogonality nor adjointness is proved.

The commutators rest on the product rule and on ∂x∂y = ∂y∂x, which `pderiv_comm` proves by induction on constants, sums and multiplication by a variable. For any polynomial p,

J+J- p = x∂y(y∂x p) = x∂x p + xy ∂x∂y p

J-J+ p = y∂x(x∂y p) = y∂y p + xy ∂x∂y p

and the difference is 2Jz p. Likewise [x∂x, x∂y] = x∂y and [y∂y, x∂y] = −x∂y, so half their difference gives [Jz, J+] = J+. Exchanging x and y swaps J+ with J- and reverses Jz, which gives [Jz, J-] = −J-. In `su2_relations`, `simp` carries out these expansions on an arbitrary p and `linear_combination` closes the remaining algebra.

For the Casimir operator, put A = x∂x and B = y∂y. These commute, and AB p = xy ∂x∂y p, so the two products above are A + AB and B + AB. Hence

Jz² + (J+J- + J-J+)/2 = (A − B)²/4 + (A + B)/2 + AB = (N/2)(N/2 + 1).

This is `casimir_eq`, an identity on all polynomials, including sums of different degrees.

By `occupation`, A and B have eigenvalues a and b on `ket a b`. With a = j + m and b = j − m, N has eigenvalue 2j, so Jz gives m and the Casimir gives j(j + 1), as `ket_eigenvalues` states.

For raising, let a = j + m and b + 1 = j − m. Differentiation gives

J+ x^a y^(b+1) = (b + 1) x^(a+1) y^b

and the normalisation factors satisfy

(b + 1)/√(a! (b+1)!) = √((a + 1)(b + 1)) / √((a+1)! b!).

The coefficient is therefore √((j + m + 1)(j − m)) = √(j(j + 1) − m(m + 1)). The identity between the factors is `ladder_coeff`; `raise_ket` uses it directly, and `lower_ket` uses it with a and b exchanged to obtain √(j(j + 1) − m(m − 1)). Under the hypotheses of these two theorems both coefficients are positive, which is the usual convention for the relative phases within a multiplet. At the ends of a multiplet, `ladder_ends` holds because ∂y x^n = 0 and ∂x y^n = 0.

Finally, `lower_from_top` starts from the highest state:

(J-)^b ket(a+b, 0) = √((a+b)! b!/a!) ket(a, b).

The case b = 0 is immediate. For the induction step, apply the formula with a + 1 in place of a, then lower once more:

√((a+1+b)! b!/(a+1)!) · √((a + 1)(b + 1)) = √((a+b+1)! (b+1)!/a!).

The coefficient is never zero, so each `ket a b` of the multiplet is reached, up to a non-zero factor, by lowering the highest state b times.

The coefficients in `raise_ket` and `lower_ket` are the matrix elements of J± that enter, for example, the Hamiltonian of a spin in a magnetic field perpendicular to the z axis. No Hamiltonian is treated here.
